# A finite lower triangular unitary matrix is a diagonal matrix of phases

Let `T` be a unitary n × n complex matrix, that is, a change of orthonormal basis in a finite-dimensional state space, and let all its entries above the diagonal vanish. The theorem states that `T` is then diagonal, with diagonal entries of modulus one, so that it only multiplies each basis vector by a phase. The attempt uses the fact that the inverse of an invertible lower triangular matrix is lower triangular. For a unitary matrix this inverse is the adjoint, so the entries of `T` below the diagonal vanish too. The moduli are then read off the diagonal of `T * star T = 1`.

This version doesn't compile in Lean 4 with Mathlib:

```lean
import Mathlib

open Matrix ComplexConjugate

namespace DiagonalOfLowerTriangular

variable {n : ℕ}

local notation "Mat" => Matrix (Fin n) (Fin n) ℂ

/-- A lower triangular unitary matrix is a diagonal matrix of phases. -/
theorem diagonal_of_lowerTriangular {T : Mat} (hU : T ∈ unitaryGroup (Fin n) ℂ)
    (hT : ∀ a b : Fin n, a < b → T a b = 0) :
    ∃ d : Fin n → ℂ, (∀ i, ‖d i‖ = 1) ∧ T = diagonal d := by
  have hTT := mem_unitaryGroup_iff.mp hU
  -- the inverse of `T` is lower triangular, and it is also the adjoint of `T`
  letI := Matrix.invertibleOfRightInverse T (star T) hTT
  have hb : T.BlockTriangular OrderDual.toDual := fun a b hab => hT a b hab
  have hinv := Matrix.blockTriangular_inv_of_blockTriangular hb
  rw [Matrix.inv_eq_right_inv hTT] at hinv
  have low : ∀ a b : Fin n, b < a → T a b = 0 := by
    intro a b hab
    have h : (star T) b a = 0 := hinv hab
    rwa [Matrix.star_apply, star_eq_zero] at h
  refine ⟨fun i => T i i, fun i => ?_, ?_⟩
  · have h := congrFun (congrFun hTT i) i
    rw [Matrix.mul_apply, Finset.sum_eq_single i] at h
    · rw [Matrix.star_apply, Matrix.one_apply_eq] at h
      have h' := congrArg norm h
      rw [norm_mul, norm_star, norm_one] at h'
      nlinarith [norm_nonneg (T i i)]
    · intro j _ hj
      rw [(lt_or_gt_of_ne hj).elim (low i j) (hT i j), zero_mul]
    · exact fun h' => absurd (Finset.mem_univ i) h'
  · ext a b
    by_cases hab : a = b
    · rw [hab, diagonal_apply_eq]
    · rw [diagonal_apply_ne _ hab]
      exact (lt_or_gt_of_ne hab).elim (hT a b) (low a b)

end DiagonalOfLowerTriangular
```

Lean reports:

```
Main.lean:17:10: error(lean.unknownIdentifier): Unknown constant `Matrix.invertibleOfRightInverse`
Main.lean:14:58: error: unsolved goals
n : ℕ
T : Mat
hU : T ∈ unitaryGroup (Fin n) ℂ
hT : ∀ (a b : Fin n), a < b → T a b = 0
hTT : T * star T = 1
⊢ ∃ d, (∀ (i : Fin n), ‖d i‖ = 1) ∧ T = diagonal d
```

The first message says that Lean knows no constant called `Matrix.invertibleOfRightInverse`. The line was to supply an `Invertible T` instance, which `Matrix.blockTriangular_inv_of_blockTriangular` needs two lines later.

The second message follows from the first. The proof stopped at the failed line, so the whole theorem was left as an unsolved goal, with `hTT` the only fact yet derived. It does not point to a fault in the later steps, which the repair leaves as they were.

The repair builds the instance by hand from its three parts: the inverse `star T`, a proof of `star T * T = 1`, and a proof of `T * star T = 1`. The first proof comes from unitarity through `mem_unitaryGroup_iff'`, and the second is `hTT`, already at hand. No lemma that makes an inverse from a one-sided identity is then needed. The change from `letI` to `let _` is incidental, since either makes the instance available to the steps that follow.

This version goes through:

```diff
@@ -15,5 +15,5 @@
   have hTT := mem_unitaryGroup_iff.mp hU
   -- the inverse of `T` is lower triangular, and it is also the adjoint of `T`
-  letI := Matrix.invertibleOfRightInverse T (star T) hTT
+  let _ : Invertible T := ⟨star T, mem_unitaryGroup_iff'.mp hU, hTT⟩
   have hb : T.BlockTriangular OrderDual.toDual := fun a b hab => hT a b hab
   have hinv := Matrix.blockTriangular_inv_of_blockTriangular hb
```
